# Occupations in [0,1] that sum to N are averages over N-electron determinants

In a calculation with smeared occupations, the orbitals near the Fermi level each hold a fraction of an electron. No single Slater determinant built from these orbitals has such occupations, yet the total is still a whole number $N$. Do the fractions describe a statistical mixture of $N$-electron determinants, or are they only numbers that add up correctly?

Let $n_i$ be the occupation of spin orbital $i$ in a finite orthonormal set. For a set $s$ of occupied orbitals, let $\chi^s_i=1$ if $i\in s$ and $0$ otherwise. The vector $n$ is a mixture if $n=\sum_s w_s\chi^s$, with $w_s\ge 0$, $\sum_s w_s=1$ and every $s$ containing $N$ orbitals. This is possible exactly when

$$0\le n_i\le 1\ \text{ for all } i,\qquad \sum_i n_i=N .$$

## Constraints on occupations in density-matrix codes

A code that minimises a functional of the one-particle density matrix can vary orbitals and occupations separately, with these conditions as constraints on the occupations. In a finite spin-orbital basis, every point that satisfies them, with orthonormal orbitals, is the one-particle density matrix of some mixture of $N$-electron determinants. The same holds for Fermi–Dirac or Gaussian smearing once the Fermi level has been adjusted to give $N$ electrons. This mixture has a fixed electron number, so it is not the grand-canonical ensemble from which the Fermi–Dirac formula is derived, where the number fluctuates. Methfessel–Paxton smearing can give occupations below 0 or above 1, and these are not the occupations of any such mixture.

The limits refer to spin orbitals; a spatial orbital that holds up to two electrons must first be split by spin. In a non-orthogonal basis with overlap matrix $S$, the occupations are the eigenvalues of $S^{1/2}PS^{1/2}$, not of the density matrix $P$ itself.

## Moving charge between two fractional orbitals

Every $\chi^s$ with $|s|=N$ obeys the conditions, and averaging preserves both the bounds and the sum. The conditions are therefore necessary.

For sufficiency, call orbital $i$ fractional if $0<n_i<1$, and use induction on the number of fractional orbitals. If there are none, $n=\chi^s$ with $s=\{i:n_i=1\}$, and the sum gives $|s|=N$.

Suppose $i$ is fractional. If it were the only one, the other orbitals would hold an integer number $c$ of electrons, and $N-c=n_i$ would be an integer strictly between 0 and 1. So there is a second fractional orbital $j\ne i$.

Let $d$ be the vector with $d_i=1$, $d_j=-1$ and zeros elsewhere. Set

$$t=\min(1-n_i,\,n_j)>0,\qquad u=\min(1-n_j,\,n_i)>0 .$$

In $n+td$, charge has moved from $j$ to $i$ until $i$ is full or $j$ is empty. In $n-ud$ it has moved the other way until $j$ is full or $i$ is empty. Both vectors keep the sum $N$ and the bounds, and both have fewer fractional orbitals, so by induction both are mixtures. Moreover,

$$\frac{u}{t+u}(n+td)+\frac{t}{t+u}(n-ud)=n+\frac{ut-tu}{t+u}\,d=n ,$$

so $n$ is a mixture too.

For density matrices, let the columns of a unitary $U$ be the natural orbitals and put $\gamma(n)=U\,\mathrm{diag}(n)\,U^\dagger$. With $D=\mathrm{diag}(\chi^s)$ and $P_s=UDU^\dagger$,

$$P_s^\dagger=P_s,\qquad P_s^2=UD(U^\dagger U)DU^\dagger=UD^2U^\dagger=P_s,\qquad \mathrm{tr}\,P_s=\mathrm{tr}\,D=N .$$

Since $\gamma$ is linear in $n$, the weights carry over: $\gamma(n)=\sum_s w_sP_s$.

## The Lean file

```lean
import Mathlib

open Matrix

namespace ColemanEnsemble

noncomputable section

variable {ι : Type*} [Fintype ι] [DecidableEq ι]

/-- Occupation numbers of the determinant whose occupied orbitals form the set `s`. -/
def slaterOcc (s : Finset ι) (i : ι) : ℝ := if i ∈ s then 1 else 0

/-- The occupation vectors of all determinants with `N` occupied orbitals. -/
def determinantOccs (N : ℕ) : Set (ι → ℝ) := {n | ∃ s : Finset ι, s.card = N ∧ n = slaterOcc s}

/-- The orbitals that are neither empty nor full: those with `0 < n i < 1`. -/
def fractional (n : ι → ℝ) : Finset ι := Finset.univ.filter (fun i => 0 < n i ∧ n i < 1)

/-- The occupations after an amount `t` of charge has been moved from orbital `j` to orbital `i`. -/
def transfer (n : ι → ℝ) (i j : ι) (t : ℝ) (k : ι) : ℝ :=
  n k + t * ((if k = i then 1 else 0) - (if k = j then 1 else 0))

/-- The density matrix with natural orbitals the columns of `U` and occupations `n`,
for unitary `U`. -/
def naturalRDM (U : Matrix ι ι ℂ) (n : ι → ℝ) : Matrix ι ι ℂ :=
  U * diagonal (fun i => (n i : ℂ)) * Uᴴ

/-- One-particle density matrices of `N`-electron Slater determinants in arbitrary orbitals:
the Hermitian idempotent matrices of trace `N`. -/
def slaterRDMs (N : ℕ) : Set (Matrix ι ι ℂ) := {P | Pᴴ = P ∧ P * P = P ∧ P.trace = (N : ℂ)}

/-- If occupations in `[0,1]` add up to an integer, a fractional orbital never comes alone. -/
theorem exists_second_fractional {n : ι → ℝ} {N : ℕ} (hn : ∀ i, n i ∈ Set.Icc (0 : ℝ) 1)
    (hN : ∑ i, n i = N) {i : ι} (hi : 0 < n i ∧ n i < 1) :
    ∃ j, i ≠ j ∧ 0 < n j ∧ n j < 1 := by
  by_contra hne
  -- otherwise the remaining orbitals hold an integer number of electrons
  have hs : ∑ k ∈ Finset.univ.erase i, n k
      = (((Finset.univ.erase i).filter (fun k => n k = 1)).card : ℝ) := by
    rw [Finset.card_filter, Nat.cast_sum]
    refine Finset.sum_congr rfl (fun k hk => ?_)
    by_cases h : n k = 1
    · simp [h]
    · have h0 : n k = 0 := by
        by_contra h'
        exact hne ⟨k, (Finset.ne_of_mem_erase hk).symm,
          lt_of_le_of_ne (hn k).1 (Ne.symm h'), lt_of_le_of_ne (hn k).2 h⟩
      simp [h0]
  have ht := Finset.add_sum_erase Finset.univ n (Finset.mem_univ i)
  rw [hs, hN] at ht
  generalize ((Finset.univ.erase i).filter (fun k => n k = 1)).card = c at ht
  have h1 : (c : ℝ) < N := by linarith [hi.1]
  have h2 : (N : ℝ) < c + 1 := by linarith [hi.2]
  have h3 : c < N := by exact_mod_cast h1
  have h4 : N < c + 1 := by exact_mod_cast h2
  omega

/-- Between two distinct fractional orbitals one can move a positive charge that keeps all
occupations in `[0,1]` and lowers the number of fractional orbitals. -/
theorem exists_transfer {n : ι → ℝ} (hn : ∀ i, n i ∈ Set.Icc (0 : ℝ) 1) {i j : ι}
    (hij : i ≠ j) (hi : 0 < n i ∧ n i < 1) (hj : 0 < n j ∧ n j < 1) :
    ∃ t : ℝ, 0 < t ∧ (∀ k, transfer n i j t k ∈ Set.Icc (0 : ℝ) 1) ∧
      (fractional (transfer n i j t)).card < (fractional n).card := by
  -- move charge until `i` is full or `j` is empty
  obtain ⟨t, ht, hti, htj, hor⟩ :
      ∃ t : ℝ, 0 < t ∧ t ≤ 1 - n i ∧ t ≤ n j ∧ (t = 1 - n i ∨ t = n j) :=
    ⟨min (1 - n i) (n j), lt_min (by linarith [hi.2]) hj.1, min_le_left _ _,
      min_le_right _ _, min_choice _ _⟩
  have vi : transfer n i j t i = n i + t := by
    rw [transfer, if_pos (rfl : i = i), if_neg hij]; ring
  have vj : transfer n i j t j = n j - t := by
    rw [transfer, if_neg hij.symm, if_pos (rfl : j = j)]; ring
  have vk : ∀ k, k ≠ i → k ≠ j → transfer n i j t k = n k := by
    intro k h1 h2
    rw [transfer, if_neg h1, if_neg h2]; ring
  have mem : ∀ (m : ι → ℝ) (k : ι), k ∈ fractional m ↔ 0 < m k ∧ m k < 1 := by
    intro m k
    simp [fractional]
  refine ⟨t, ht, fun k => ?_, Finset.card_lt_card ?_⟩
  · by_cases h1 : k = i
    · rw [h1, vi]; exact ⟨by linarith [hi.1], by linarith⟩
    · by_cases h2 : k = j
      · rw [h2, vj]; exact ⟨by linarith, by linarith [hj.2]⟩
      · rw [vk k h1 h2]; exact hn k
  · have hsub : fractional (transfer n i j t) ⊆ fractional n := by
      intro k hk
      rw [mem] at hk ⊢
      by_cases h1 : k = i
      · rw [h1]; exact hi
      · by_cases h2 : k = j
        · rw [h2]; exact hj
        · rwa [vk k h1 h2] at hk
    rw [Finset.ssubset_iff_of_subset hsub]
    rcases hor with h | h
    · refine ⟨i, (mem n i).2 hi, fun hm => ?_⟩
      have := ((mem _ i).1 hm).2
      rw [vi] at this
      linarith
    · refine ⟨j, (mem n j).2 hj, fun hm => ?_⟩
      have := ((mem _ j).1 hm).1
      rw [vj] at this
      linarith

/-- Occupations in `[0,1]` with integer sum `N` are a convex mixture of the occupation vectors
of `N`-electron determinants. -/
theorem mem_convexHull_determinantOccs {N : ℕ} (n : ι → ℝ)
    (hn : ∀ i, n i ∈ Set.Icc (0 : ℝ) 1) (hN : ∑ i, n i = N) :
    n ∈ convexHull ℝ (determinantOccs N) := by
  induction hm : (fractional n).card using Nat.strong_induction_on generalizing n with
  | _ m ih =>
  by_cases hf : ∃ i, 0 < n i ∧ n i < 1
  · obtain ⟨i, hi⟩ := hf
    obtain ⟨j, hij, hj⟩ := exists_second_fractional hn hN hi
    obtain ⟨t, ht, hbt, hct⟩ := exists_transfer hn hij hi hj
    obtain ⟨u, hu, hbu, hcu⟩ := exists_transfer hn hij.symm hj hi
    have hsum : ∀ (a b : ι) (r : ℝ), ∑ k, transfer n a b r k = N := by
      intro a b r
      simp [transfer, Finset.sum_add_distrib, ← Finset.mul_sum, Finset.sum_sub_distrib, hN]
    have hab : u / (t + u) + t / (t + u) = 1 := by
      rw [← add_div, add_comm u t, div_self (by positivity)]
    -- `n` lies on the segment between the two transferred vectors
    have key := (convex_convexHull ℝ (determinantOccs (ι := ι) N))
      (ih _ (lt_of_lt_of_eq hct hm) _ hbt (hsum i j t) rfl)
      (ih _ (lt_of_lt_of_eq hcu hm) _ hbu (hsum j i u) rfl)
      (by positivity : 0 ≤ u / (t + u)) (by positivity : 0 ≤ t / (t + u)) hab
    convert key using 1
    funext k
    simp only [Pi.add_apply, Pi.smul_apply, smul_eq_mul, transfer]
    linear_combination (-(n k)) * hab
  · -- without fractional orbitals `n` is itself a determinant
    have e : n = slaterOcc (Finset.univ.filter (fun i => n i = 1)) := by
      funext i
      by_cases h : n i = 1
      · simp [slaterOcc, h]
      · have h0 : n i = 0 := by
          by_contra h'
          exact hf ⟨i, lt_of_le_of_ne (hn i).1 (Ne.symm h'), lt_of_le_of_ne (hn i).2 h⟩
        simp [slaterOcc, h0]
    refine subset_convexHull ℝ _ ⟨_, ?_, e⟩
    have hc : ∑ i, n i = ((Finset.univ.filter (fun i => n i = 1)).card : ℝ) := by
      calc ∑ i, n i = ∑ i, slaterOcc (Finset.univ.filter (fun k => n k = 1)) i :=
            Finset.sum_congr rfl (fun i _ => congrFun e i)
        _ = _ := by simp [slaterOcc]
    exact_mod_cast hc.symm.trans hN

/-- The vector `n` is a convex mixture of occupation vectors of `N`-electron determinants if and
only if all `n i` lie in `[0,1]` and sum to `N`. -/
theorem coleman_occupations (n : ι → ℝ) (N : ℕ) :
    n ∈ convexHull ℝ (determinantOccs N) ↔
      (∀ i, n i ∈ Set.Icc (0 : ℝ) 1) ∧ ∑ i, n i = N := by
  refine ⟨fun h => ?_, fun h => mem_convexHull_determinantOccs n h.1 h.2⟩
  -- the bounds and the particle number survive mixing
  have hK : convexHull ℝ (determinantOccs N) ⊆
      {m : ι → ℝ | (∀ i, m i ∈ Set.Icc (0 : ℝ) 1) ∧ ∑ i, m i = N} := by
    refine convexHull_min ?_ ?_
    · rintro m ⟨s, hs, rfl⟩
      refine ⟨fun i => ?_, by simp [slaterOcc, hs]⟩
      by_cases hi : i ∈ s <;> simp [slaterOcc, hi]
    · intro x hx y hy a b ha hb hab
      refine ⟨fun i => (convex_Icc (0 : ℝ) 1) (hx.1 i) (hy.1 i) ha hb hab, ?_⟩
      simp only [Pi.add_apply, Pi.smul_apply, smul_eq_mul, Finset.sum_add_distrib,
        ← Finset.mul_sum]
      rw [hx.2, hy.2, ← add_mul, hab, one_mul]
  exact hK h

/-- For unitary `U`, filling `N` of the natural orbitals gives the density matrix of an
`N`-electron Slater determinant. -/
theorem naturalRDM_slaterOcc {U : Matrix ι ι ℂ} (hU : Uᴴ * U = 1) {N : ℕ} {s : Finset ι}
    (hs : s.card = N) : naturalRDM U (slaterOcc s) ∈ slaterRDMs N := by
  refine ⟨?_, ?_, ?_⟩
  · have hD : (diagonal (fun i => (slaterOcc s i : ℂ)))ᴴ
        = diagonal (fun i => (slaterOcc s i : ℂ)) := by
      rw [Matrix.diagonal_conjTranspose]
      congr 1
      funext i
      simp
    rw [naturalRDM, Matrix.conjTranspose_mul, Matrix.conjTranspose_mul,
      Matrix.conjTranspose_conjTranspose, hD, Matrix.mul_assoc]
  · have hDD : diagonal (fun i => (slaterOcc s i : ℂ)) * diagonal (fun i => (slaterOcc s i : ℂ))
        = diagonal (fun i => (slaterOcc s i : ℂ)) := by
      rw [Matrix.diagonal_mul_diagonal]
      congr 1
      funext i
      by_cases h : i ∈ s <;> simp [slaterOcc, h]
    unfold naturalRDM
    generalize diagonal (fun i => (slaterOcc s i : ℂ)) = D at hDD ⊢
    calc U * D * Uᴴ * (U * D * Uᴴ) = U * (D * (Uᴴ * U) * D) * Uᴴ := by
          simp only [Matrix.mul_assoc]
      _ = U * D * Uᴴ := by rw [hU, Matrix.mul_one, hDD]
  · have hN : (N : ℂ) = ((∑ i, slaterOcc s i : ℝ) : ℂ) := by simp [slaterOcc, hs]
    rw [hN, naturalRDM, Matrix.trace_mul_comm, ← Matrix.mul_assoc, hU, Matrix.one_mul,
      Matrix.trace_diagonal, Complex.ofReal_sum]

/-- For unitary `U`, a density matrix with natural occupations in `[0,1]` that sum to `N` is a
convex mixture of density matrices of `N`-electron Slater determinants. -/
theorem naturalRDM_mem_convexHull {U : Matrix ι ι ℂ} (hU : U ∈ Matrix.unitaryGroup ι ℂ)
    {n : ι → ℝ} {N : ℕ} (hn : ∀ i, n i ∈ Set.Icc (0 : ℝ) 1) (hN : ∑ i, n i = N) :
    naturalRDM U n ∈ convexHull ℝ (slaterRDMs N) := by
  -- the map from occupations to density matrices respects mixing
  have hK : convexHull ℝ (determinantOccs N) ⊆
      {m : ι → ℝ | naturalRDM U m ∈ convexHull ℝ (slaterRDMs N)} := by
    refine convexHull_min ?_ ?_
    · rintro m ⟨s, hs, rfl⟩
      exact subset_convexHull ℝ _ (naturalRDM_slaterOcc (Matrix.mem_unitaryGroup_iff'.1 hU) hs)
    · intro x hx y hy a b ha hb hab
      have hd : diagonal (fun i => (((a • x + b • y) i : ℝ) : ℂ))
          = a • diagonal (fun i => (x i : ℂ)) + b • diagonal (fun i => (y i : ℂ)) := by
        ext i j
        rcases eq_or_ne i j with rfl | h
        · simp
        · simp [h]
      have hlin : naturalRDM U (a • x + b • y) = a • naturalRDM U x + b • naturalRDM U y := by
        unfold naturalRDM
        rw [hd]
        simp only [Matrix.mul_add, Matrix.add_mul, Matrix.mul_smul, Matrix.smul_mul]
      have hx' : naturalRDM U x ∈ convexHull ℝ (slaterRDMs (ι := ι) N) := hx
      have hy' : naturalRDM U y ∈ convexHull ℝ (slaterRDMs (ι := ι) N) := hy
      change naturalRDM U (a • x + b • y) ∈ convexHull ℝ (slaterRDMs (ι := ι) N)
      rw [hlin]
      exact (convex_convexHull ℝ (slaterRDMs (ι := ι) N)) hx' hy' ha hb hab
  exact hK (mem_convexHull_determinantOccs n hn hN)

end

end ColemanEnsemble
```

```lean
#print axioms ColemanEnsemble.mem_convexHull_determinantOccs
#print axioms ColemanEnsemble.coleman_occupations
#print axioms ColemanEnsemble.naturalRDM_mem_convexHull
```

```
'ColemanEnsemble.mem_convexHull_determinantOccs' depends on axioms: [propext, Classical.choice, Quot.sound]
'ColemanEnsemble.coleman_occupations' depends on axioms: [propext, Classical.choice, Quot.sound]
'ColemanEnsemble.naturalRDM_mem_convexHull' depends on axioms: [propext, Classical.choice, Quot.sound]
```

## From the Lean statements to orbitals and ensembles

The finite type `ι` labels the spin orbitals, `slaterOcc s` is $\chi^s$, and `determinantOccs N` collects these vectors for $|s|=N$. The points of `convexHull ℝ (determinantOccs N)` are the average occupations of mixtures of these determinants. The theorem `coleman_occupations` is the equivalence stated at the top; since `N` is a natural number, the total is an integer.

`naturalRDM U n` is $\gamma(n)$, and `slaterRDMs N` consists of the Hermitian idempotent matrices of trace $N$. `naturalRDM_mem_convexHull` says that, for unitary `U`, the conditions on `n` place $\gamma(n)$ in the convex hull of that set. For matrices, only this direction is proved.

The lemmas follow the derivation:

- `exists_second_fractional` writes the charge outside $i$ as a count $c$; `omega` then refutes $c<N<c+1$.
- `exists_transfer` takes the minimum $t$ and shows that the set of fractional orbitals shrinks strictly. Swapping $i$ and $j$ gives $u$.
- `mem_convexHull_determinantOccs` runs the strong induction, and `linear_combination` checks the weighted average.
- `naturalRDM_slaterOcc` establishes the three properties of $P_s$.

`convexHull_min` extends a property from determinants to all their mixtures, provided that mixing preserves it. It gives the necessity of the conditions and the step from occupations to matrices.

## Integer total, Pauli bound and many-electron states

Both conditions on $n$ matter. One orbital with $n_1=1/2$ respects the bounds, but its only determinants have occupation 0 or 1, and no mixture at fixed $N$ gives $1/2$. Two orbitals with $n=(3/2,1/2)$ have total 2, but the only two-electron determinant has occupations $(1,1)$. The upper bound stands for the Pauli principle.

Coleman's theorem, from which the Lean names are borrowed, is more general: it concerns $N$-electron density operators, including mixtures of correlated states. The file contains no many-electron wavefunctions: it represents determinants by their occupations or projectors. A model built on density operators $\rho$ on the antisymmetric $N$-electron space would define $\gamma_{ij}=\mathrm{tr}(\rho\,a_j^\dagger a_i)$, where $a_i$ removes an electron from orbital $i$. Necessity would then also cover correlated states, with the bounds following from the anticommutation relations.

The theorems concern ensembles; they do not say which occupations a single pure state can have. They also return no list of weights and set no tolerance for rounding errors in computed occupations.
